# A symmetric rank-one update changes the number of negative Hessian eigenvalues by at most one

The Lean file below describes negative curvature by subspaces first and by eigenvalues second. A real square matrix B is called negative definite on a subspace W if xᵀBx < 0 for every nonzero x in W. This needs no diagonalisation and no symmetry. Eigenvalues enter later, for symmetric B, where the number of negative ones turns out to be the largest dimension of such a subspace.

## The bound for subspaces and for eigenvalues

Let B be a real n × n matrix, u a real vector with n components and σ a real number. The updated matrix is

B′ = B + σ u uᵀ.

If B′ is negative definite on a subspace W, then B is negative definite on a subspace V of W with

dim W ≤ dim V + 1.

Now let B be symmetric, and write N(B) for the number of its negative eigenvalues, counted with multiplicity. Then

N(B′) ≤ N(B) + 1 and N(B) ≤ N(B′) + 1.

Both inequalities hold whatever the sign and size of σ and the length of u.

## Negative modes in quasi-Newton searches

At a minimum of the energy the Hessian has no negative eigenvalue, and at a first-order saddle point it has exactly one. A quasi-Newton search works with a model B of the Hessian. The symmetric rank-one (SR1) formula updates this model from a step s and the gradient change y:

r = y − B s, B′ = B + r rᵀ / (r·s), with r·s ≠ 0.

This is the form above with u = r and σ = 1/(r·s). If a real symmetric model Hessian has one negative mode, meaning one negative eigenvalue, then after one SR1 update it has at most two, never three. In exact arithmetic the formula cannot produce a larger jump. If a code reports one, things to check are a bug, some further change made to the matrix, and rounding errors that alter the sign of an eigenvalue.

## Derivation by counting constraints

**Curvature.** The i-th component of u uᵀx is Σⱼ uᵢ uⱼ xⱼ = (u·x) uᵢ, so u uᵀx = (u·x) u. Taking the scalar product with x gives

xᵀB′x = xᵀBx + σ (u·x)².

**Dimension.** Let M be an m × n matrix with kernel K. For any subspace W,

dim(W + K) + dim(W ∩ K) = dim W + dim K.

Here dim(W + K) ≤ n, and dim K = n − rank M ≥ n − m. Hence

dim W ≤ dim(W ∩ K) + m.

So m linear constraints remove at most m dimensions.

**The subspace bound.** Let B′ be negative definite on W, and let V be the set of x in W with u·x = 0. On V the two curvatures agree, so B is negative definite there. One constraint was imposed, so dim W ≤ dim V + 1.

**Mode components.** Let B be symmetric with orthonormal eigenvectors eᵢ and eigenvalues λᵢ, and put cᵢ = eᵢ·x. By symmetry eᵢ·(Bx) = (Beᵢ)·x = λᵢcᵢ, and therefore

xᵀBx = Σᵢ λᵢ cᵢ².

**No subspace exceeds N(B).** Let B be negative definite on W. Impose cᵢ = 0 for every i with λᵢ < 0, which is N(B) constraints. Any x that remains in W has xᵀBx ≥ 0, so it must be zero. Hence dim W ≤ N(B).

**Some subspace attains N(B).** Take all x with cᵢ = 0 whenever λᵢ ≥ 0. These are n − N(B) constraints on the full space, so the dimension is at least N(B). If x is nonzero, then x·x = Σᵢ cᵢ² shows that some cⱼ is nonzero, and its λⱼ must be negative. Every other term of Σᵢ λᵢcᵢ² is zero or negative, so the curvature is negative. By the previous step the dimension is exactly N(B).

**The eigenvalue bound.** Choose W of dimension N(B′) on which B′ is negative definite. The subspace bound gives V with dim V ≥ N(B′) − 1 on which B is negative definite, and dim V ≤ N(B). This is the first inequality. For the second, apply the same argument to B = B′ − σ u uᵀ.

**The bound is reached.** The identity matrix has xᵀx > 0 for every nonzero x, so it is negative definite only on the zero subspace. Let u be a unit vector and σ < −1. Along x = cu with c ≠ 0 the updated curvature is c²(1 + σ) < 0, so a whole line of negative curvature has appeared.

## A 2 × 2 instance

Take B = diag(2, −1), which has one negative eigenvalue, with u = (2, 1) and σ = −2. Then

B′ = [[−6, −4], [−4, −3]].

Its determinant is 18 − 16 = 2 and its trace is −9, so both eigenvalues are negative and B′ is negative definite on the whole plane. The constraint u·x = 0 leaves the line along x = (1, −2). There

xᵀBx = 2 − 4 = −2,
xᵀB′x = −6 + 16 − 12 = −2.

The curvatures agree, and B keeps one of the two negative directions. Updating B′ with σ = +2 and the same u takes the count back from two to one.

## The Lean file

```lean
import Mathlib

open Matrix

namespace RankOneInertia

noncomputable section

variable {n : Type*} [Fintype n]

/-- The matrix `B` has negative curvature `xᵀ B x < 0` along every nonzero vector of the
subspace `W`. -/
def NegDefOn (B : Matrix n n ℝ) (W : Submodule ℝ (n → ℝ)) : Prop :=
  ∀ x ∈ W, x ≠ 0 → x ⬝ᵥ B *ᵥ x < 0

omit [Fintype n] in
/-- The update `B + σ u uᵀ` of a square matrix `B`. -/
def rankOneUpdate (B : Matrix n n ℝ) (σ : ℝ) (u : n → ℝ) : Matrix n n ℝ :=
  B + σ • vecMulVec u u

/-- The update shifts the curvature along `x` by `σ (u · x)²`. -/
theorem curvature_update (B : Matrix n n ℝ) (σ : ℝ) (u x : n → ℝ) :
    x ⬝ᵥ rankOneUpdate B σ u *ᵥ x = x ⬝ᵥ B *ᵥ x + σ * (u ⬝ᵥ x) ^ 2 := by
  have h : vecMulVec u u *ᵥ x = (u ⬝ᵥ x) • u := by
    ext i
    simp only [mulVec, dotProduct, vecMulVec_apply, Pi.smul_apply, smul_eq_mul, Finset.sum_mul]
    exact Finset.sum_congr rfl fun j _ => by ring
  rw [rankOneUpdate, add_mulVec, smul_mulVec, h, dotProduct_add, dotProduct_smul,
    dotProduct_smul, dotProduct_comm x u]
  simp only [smul_eq_mul]
  ring

/-- Imposing the linear constraints `M x = 0` on a subspace lowers its dimension by at most the
number of constraints. -/
theorem finrank_le_constrained {ι : Type*} [Fintype ι] (W : Submodule ℝ (n → ℝ))
    (M : Matrix ι n ℝ) :
    Module.finrank ℝ W ≤
      Module.finrank ℝ (W ⊓ LinearMap.ker M.mulVecLin : Submodule ℝ (n → ℝ))
        + Fintype.card ι := by
  have h1 := Submodule.finrank_sup_add_finrank_inf_eq W (LinearMap.ker M.mulVecLin)
  have h2 := Submodule.finrank_le (W ⊔ LinearMap.ker M.mulVecLin)
  have h3 := M.mulVecLin.finrank_range_add_finrank_ker
  have h4 := Submodule.finrank_le (LinearMap.range M.mulVecLin)
  rw [Module.finrank_fintype_fun_eq_card (R := ℝ) (η := ι)] at h4
  omega

/-- If `B + σ u uᵀ` is negative definite on a subspace `W`, then `B` is negative definite on a
subspace of `W` whose dimension is smaller by at most one. -/
theorem negDefOn_of_update {B : Matrix n n ℝ} {σ : ℝ} {u : n → ℝ}
    {W : Submodule ℝ (n → ℝ)} (hW : NegDefOn (rankOneUpdate B σ u) W) :
    ∃ V ≤ W, NegDefOn B V ∧ Module.finrank ℝ W ≤ Module.finrank ℝ V + 1 := by
  let M : Matrix (Fin 1) n ℝ := Matrix.of fun _ => u
  refine ⟨W ⊓ LinearMap.ker M.mulVecLin, inf_le_left, ?_, ?_⟩
  · -- on vectors orthogonal to `u` the update is invisible
    intro x hx hx0
    have hu : u ⬝ᵥ x = 0 := congrFun (LinearMap.mem_ker.mp hx.2) 0
    have h := hW x hx.1 hx0
    rw [curvature_update, hu] at h
    linarith
  · have h := finrank_le_constrained W M
    rwa [Fintype.card_fin] at h

omit [Fintype n] in
/-- If `B` is symmetric, then so is the update `B + σ u uᵀ`. -/
theorem isHermitian_update {B : Matrix n n ℝ} (hB : B.IsHermitian) (σ : ℝ) (u : n → ℝ) :
    (rankOneUpdate B σ u).IsHermitian := by
  apply Matrix.IsHermitian.ext
  intro i j
  have h : B j i = B i j := by simpa using hB.apply i j
  simp [rankOneUpdate, vecMulVec_apply, h, mul_comm]

variable [DecidableEq n] {B : Matrix n n ℝ}

/-- The number of negative eigenvalues of a symmetric matrix, counted with multiplicity. -/
def negModes (hB : B.IsHermitian) : ℕ :=
  Fintype.card {i // hB.eigenvalues i < 0}

/-- The matrix whose rows are the orthonormal eigenvectors of a symmetric matrix; it maps a
vector to its components along the modes. -/
def modes (hB : B.IsHermitian) : Matrix n n ℝ :=
  Matrix.of fun i => (hB.eigenvectorBasis i).ofLp

/-- The scalar product of two vectors is the sum of products of their mode components. -/
theorem dotProduct_eq_sum_modes (hB : B.IsHermitian) (x y : n → ℝ) :
    x ⬝ᵥ y = ∑ i, (modes hB *ᵥ x) i * (modes hB *ᵥ y) i := by
  have hin : ∀ (i : n) (z : n → ℝ),
      inner ℝ (hB.eigenvectorBasis i) (WithLp.toLp 2 z : EuclideanSpace ℝ n)
        = (modes hB *ᵥ z) i := by
    intro i z
    simp [modes, mulVec, dotProduct, PiLp.inner_apply, mul_comm]
  have hxy : inner ℝ (WithLp.toLp 2 x : EuclideanSpace ℝ n) (WithLp.toLp 2 y)
      = x ⬝ᵥ y := by
    simp [dotProduct, PiLp.inner_apply, mul_comm]
  rw [← hxy, ← hB.eigenvectorBasis.sum_inner_mul_inner]
  refine Finset.sum_congr rfl fun i _ => ?_
  rw [real_inner_comm (hB.eigenvectorBasis i) (WithLp.toLp 2 x), hin, hin]

/-- The curvature of a symmetric matrix along `x` is the sum of its eigenvalues weighted by the
squared mode components of `x`. -/
theorem curvature_eq_sum_modes (hB : B.IsHermitian) (x : n → ℝ) :
    x ⬝ᵥ B *ᵥ x = ∑ i, hB.eigenvalues i * (modes hB *ᵥ x) i ^ 2 := by
  have hT : Bᵀ = B := (conjTranspose_eq_transpose_of_trivial B).symm.trans hB.eq
  have hev : ∀ i, (modes hB *ᵥ (B *ᵥ x)) i = hB.eigenvalues i * (modes hB *ᵥ x) i := by
    intro i
    change (hB.eigenvectorBasis i).ofLp ⬝ᵥ B *ᵥ x
      = hB.eigenvalues i * ((hB.eigenvectorBasis i).ofLp ⬝ᵥ x)
    rw [Matrix.dotProduct_mulVec, ← Matrix.mulVec_transpose, hT,
      hB.mulVec_eigenvectorBasis, smul_dotProduct, smul_eq_mul]
  rw [dotProduct_eq_sum_modes hB]
  refine Finset.sum_congr rfl fun i _ => ?_
  rw [hev]
  ring

/-- A subspace on which a symmetric matrix is negative definite has dimension at most the number
of negative modes. -/
theorem finrank_le_negModes (hB : B.IsHermitian) {W : Submodule ℝ (n → ℝ)}
    (hW : NegDefOn B W) : Module.finrank ℝ W ≤ negModes hB := by
  let M : Matrix {i // hB.eigenvalues i < 0} n ℝ := Matrix.of fun i => modes hB i.1
  have h := finrank_le_constrained W M
  -- without components along negative modes the curvature cannot be negative
  have h0 : W ⊓ LinearMap.ker M.mulVecLin = ⊥ := by
    rw [Submodule.eq_bot_iff]
    intro x hx
    by_contra hx0
    have hneg := hW x hx.1 hx0
    rw [curvature_eq_sum_modes hB] at hneg
    refine not_lt_of_ge (Finset.sum_nonneg fun i _ => ?_) hneg
    by_cases hi : hB.eigenvalues i < 0
    · have hc : (modes hB *ᵥ x) i = 0 := congrFun (LinearMap.mem_ker.mp hx.2) ⟨i, hi⟩
      simp [hc]
    · exact mul_nonneg (not_lt.mp hi) (sq_nonneg _)
  rw [h0, finrank_bot, zero_add] at h
  exact h

/-- A symmetric matrix is negative definite on some subspace whose dimension equals the number of
negative modes. -/
theorem exists_negDefOn (hB : B.IsHermitian) :
    ∃ V : Submodule ℝ (n → ℝ), NegDefOn B V ∧ Module.finrank ℝ V = negModes hB := by
  let M : Matrix {i // ¬ hB.eigenvalues i < 0} n ℝ := Matrix.of fun i => modes hB i.1
  have hV : NegDefOn B (⊤ ⊓ LinearMap.ker M.mulVecLin) := by
    intro x hx hx0
    have hc : ∀ i, ¬ hB.eigenvalues i < 0 → (modes hB *ᵥ x) i = 0 := fun i hi =>
      congrFun (LinearMap.mem_ker.mp hx.2) ⟨i, hi⟩
    -- a nonzero vector has some nonzero mode component
    have hex : ∃ i, (modes hB *ᵥ x) i ≠ 0 := by
      by_contra hall
      push Not at hall
      apply hx0
      apply dotProduct_self_eq_zero.mp
      rw [dotProduct_eq_sum_modes hB]
      simp [hall]
    obtain ⟨j, hj⟩ := hex
    have hjneg : hB.eigenvalues j < 0 := by
      by_contra h
      exact hj (hc j h)
    rw [curvature_eq_sum_modes hB, ← Finset.sum_const_zero (ι := n) (s := Finset.univ)]
    refine Finset.sum_lt_sum (fun i _ => ?_) ⟨j, Finset.mem_univ j, ?_⟩
    · by_cases hi : hB.eigenvalues i < 0
      · exact mul_nonpos_of_nonpos_of_nonneg hi.le (sq_nonneg _)
      · simp [hc i hi]
    · exact mul_neg_of_neg_of_pos hjneg (by positivity)
  refine ⟨_, hV, le_antisymm (finrank_le_negModes hB hV) ?_⟩
  have h := finrank_le_constrained ⊤ M
  rw [finrank_top, Module.finrank_fintype_fun_eq_card, Fintype.card_subtype_compl] at h
  have h' := Fintype.card_subtype_le fun i => hB.eigenvalues i < 0
  unfold negModes
  omega

/-- For symmetric `B`, the update `B + σ u uᵀ` adds at most one negative mode and removes at most
one. -/
theorem negModes_update (hB : B.IsHermitian) (σ : ℝ) (u : n → ℝ) :
    negModes (isHermitian_update hB σ u) ≤ negModes hB + 1 ∧
      negModes hB ≤ negModes (isHermitian_update hB σ u) + 1 := by
  constructor
  · obtain ⟨W, hW, hd⟩ := exists_negDefOn (isHermitian_update hB σ u)
    obtain ⟨V, _, hV, hVd⟩ := negDefOn_of_update hW
    have h := finrank_le_negModes hB hV
    omega
  · -- the update is undone by the opposite update
    obtain ⟨W, hW, hd⟩ := exists_negDefOn hB
    have e : rankOneUpdate (rankOneUpdate B σ u) (-σ) u = B := by simp [rankOneUpdate]
    have hW' : NegDefOn (rankOneUpdate (rankOneUpdate B σ u) (-σ) u) W := by
      rw [e]
      exact hW
    obtain ⟨V, _, hV, hVd⟩ := negDefOn_of_update hW'
    have h := finrank_le_negModes (isHermitian_update hB σ u) hV
    omega

/-- The loss of one dimension can occur: the identity is negative definite only on the zero
subspace, yet for a unit vector `u` and `σ < -1` its update is negative definite on the line
along `u`. -/
theorem update_sharp {u : n → ℝ} (hu : u ⬝ᵥ u = 1) {σ : ℝ} (hσ : σ < -1) :
    (∀ V : Submodule ℝ (n → ℝ), NegDefOn 1 V → V = ⊥) ∧
      NegDefOn (rankOneUpdate 1 σ u) (Submodule.span ℝ {u}) ∧
      Module.finrank ℝ (Submodule.span ℝ {u}) = 1 := by
  refine ⟨fun V hV => ?_, ?_, ?_⟩
  · rw [Submodule.eq_bot_iff]
    intro x hx
    by_contra hx0
    have h := hV x hx hx0
    rw [one_mulVec] at h
    have h' : 0 ≤ x ⬝ᵥ x := Finset.sum_nonneg fun i _ => mul_self_nonneg (x i)
    linarith
  · intro x hx hx0
    obtain ⟨c, rfl⟩ := Submodule.mem_span_singleton.mp hx
    have hc : c ≠ 0 := by
      rintro rfl
      exact hx0 (zero_smul ℝ u)
    have hc2 : 0 < c ^ 2 := by positivity
    rw [curvature_update, one_mulVec]
    simp only [dotProduct_smul, smul_dotProduct, hu, smul_eq_mul]
    nlinarith [mul_pos hc2 (by linarith : 0 < -1 - σ)]
  · apply finrank_span_singleton
    rintro rfl
    simp at hu

end

end RankOneInertia
```

```lean
#print axioms RankOneInertia.negModes_update
#print axioms RankOneInertia.update_sharp
```

```
'RankOneInertia.negModes_update' depends on axioms: [propext, Classical.choice, Quot.sound]
'RankOneInertia.update_sharp' depends on axioms: [propext, Classical.choice, Quot.sound]
```

## How the Lean objects match the algebra

The finite type `n` labels the coordinates, for example the Cartesian coordinates of all atoms. `x ⬝ᵥ B *ᵥ x` is xᵀBx, `vecMulVec u u` is u uᵀ, and `Module.finrank ℝ W` is dim W. `NegDefOn B W` is negative definiteness on W; it holds trivially on the zero subspace. Over the real numbers `B.IsHermitian` means that B is symmetric. `negModes hB` is N(B), where `hB` is the proof of symmetry that the eigenvalues require. For B′ that proof comes from `isHermitian_update`.

`negDefOn_of_update` is the subspace bound and assumes no symmetry. `negModes_update` holds the two eigenvalue inequalities, and `update_sharp` is the example with the identity matrix.

The proofs follow the derivation closely:

- `curvature_update` is the curvature formula, and `finrank_le_constrained` is the dimension count. The latter collects the dimension formula, rank–nullity and two upper bounds, and `omega` combines these integer relations.
- `negDefOn_of_update` uses a constraint matrix whose single row is u. Rewriting with `curvature_update` and u·x = 0 makes the σ term vanish.
- `modes hB` has the eigenvectors as rows, so `modes hB *ᵥ x` lists the cᵢ. `dotProduct_eq_sum_modes` gives x·y as a sum over mode components, and `curvature_eq_sum_modes` adds the eigenvalue weights.
- `finrank_le_negModes` and `exists_negDefOn` are the two halves of the statement that N(B) is the largest dimension. Both select rows of `modes hB` as constraints and then argue term by term on the sum.
- `negModes_update` chains these results, and treats B as the update of B′ with −σ for the second inequality.

## Scope: one symmetric term, and a count only

The subspace bound and the two eigenvalue inequalities hold for every finite dimension, every real σ and every real u, including σ = 0 and u = 0. The eigenvalue inequalities limit how far the number of negative eigenvalues can change and say nothing about where the eigenvalues lie. Zero eigenvalues count as nonnegative, so a mode that leaves the negative count may have become exactly zero.

The update must have the same vector on both sides. Broyden's update for nonlinear equations has the form u vᵀ with two vectors in general, and is not covered. Nor does the bound relate the model Hessian to the true one: the count for B′ does not prove that the true Hessian has the same number of negative eigenvalues. Finally, the entries are real numbers, not floating-point numbers, so in a code rounding can change the sign of an eigenvalue near zero, and with it the count.

The same argument extends to a sum of m terms σₐ uₐuₐᵀ, though the file treats only m = 1: impose the m constraints uₐ·x = 0 together, and the number of negative eigenvalues changes by at most m. The BFGS update is a sum of two such terms, so this argument allows a change of two. That limit is loose: the two BFGS terms are linked through the step s, and a finer argument, not given here, lowers it to one.
